# The bounded potential of one charged island in an infinite uniform tunnel-junction array is unique and exponential

If I use only charge balance, I can't determine the potential of an extra charge $Q$ in an infinite array of islands. Neighbouring islands are joined by junctions of capacitance $C>0$, and each island has a capacitance $C_0>0$ to ground. To any solution I can add a multiple of an exponential that grows along the array, and no island's charge changes. The potential at the charged island is then arbitrary, and so is any charging energy I read from it.

Is it enough to require that the potential stay bounded, or must I also assume that it decays symmetrically? And does the width $\sqrt{C/C_0}$ from the continuum approximation survive when the potential extends over only a few islands?

## Boundedness is enough, and the width exceeds the continuum value

You need not assume decay or symmetry. Let $\phi_j$ be the potential of island $j$, relative to ground. Adding the plate charges on its three capacitors gives the island charge

$$q_j=C_0\phi_j+C(\phi_j-\phi_{j+1})+C(\phi_j-\phi_{j-1})=(2C+C_0)\phi_j-C\phi_{j+1}-C\phi_{j-1}.$$

We want $q_0=Q$ and $q_j=0$ elsewhere. The only bounded solution is

$$\phi_j=\frac{Q\,e^{-s|j|}}{D},\qquad D=\sqrt{C_0^2+4CC_0},\qquad \cosh s=1+\frac{C_0}{2C},\quad s>0.$$

**Decay rate.** Since $\cosh s=1+2\sinh^2(s/2)$, the condition on $s$ becomes $\sinh(s/2)=\tfrac12\sqrt{C_0/C}$, so $s=2\,\mathrm{arsinh}(\tfrac12\sqrt{C_0/C})$. For positive $x$, $\sinh x>x$; hence $s<\sqrt{C_0/C}$, and the length $1/s$, in island spacings, is always greater than $\sqrt{C/C_0}$.

**Amplitude.** The same condition reads $C(e^s+e^{-s})=2C+C_0$. Squaring and subtracting $4C^2$ gives $C^2(e^s-e^{-s})^2=C_0^2+4CC_0$, so $D=C(e^s-e^{-s})$. Now try $\phi_j=Ae^{-s|j|}$. For $j\ne0$ the two neighbours carry the factors $e^{s}$ and $e^{-s}$, and

$$q_j=Ae^{-s|j|}\left[2C+C_0-C(e^s+e^{-s})\right]=0.$$

On island 0, $q_0=A(2C+C_0-2Ce^{-s})=AC(e^s-e^{-s})=AD$, so $A=Q/D$.

**Uniqueness.** The difference $v_j$ of two bounded solutions is bounded, say $|v_j|\le M$, and leaves every island uncharged. Therefore

$$v_j=k\,\frac{v_{j+1}+v_{j-1}}2,\qquad k=\frac{2C}{2C+C_0}<1.$$

The bound $M$ thus improves to $kM$, then to $k^2M$, and so on. Since $k^nM\to0$, every $v_j$ is zero.

**Energy.** Assign to cell $j$ the ground capacitor of island $j$ and the junction between $j$ and $j+1$, so that each capacitor is counted once. With $r=e^{-s}$, the cells $j=n\ge0$ and $j=-(n+1)$ store

$$\frac{A^2}{2}\left[C_0+C(1-r)^2\right]r^{2n}\quad\text{and}\quad\frac{A^2}{2}\left[C_0r^2+C(1-r)^2\right]r^{2n}.$$

Summing both geometric series gives

$$E=\frac{A^2}{2}\,\frac{C_0(1+r^2)+2C(1-r)^2}{1-r^2}.$$

Substituting $C_0=C(1-r)^2/r$ turns the fraction into $C(1-r^2)/r=D$. Hence $E=A^2D/2=Q^2/(2D)$: the array stores the energy of a single capacitor $D$ carrying charge $Q$.

## An array with $C=2$ and $C_0=1$

In some unit of capacitance, let $C=2$ and $C_0=1$. Then $\cosh s=5/4$, so $e^s=2$, $D=3$ and $\phi_j=Q\,2^{-|j|}/3$. The charge on island 0 is $Q(5/3-1/3-1/3)=Q$; on island 1 it is $Q(5/6-2/3-1/6)=0$. The length is $1/\ln2\approx1.443$, against the continuum value $\sqrt2\approx1.414$. The ground capacitors store $5Q^2/54$ and the junctions $4Q^2/54$, which add up to $Q^2/6=Q^2/(2D)$.

## What the Lean statements say about the array

A potential is a function `φ : ℤ → ℝ`, with one real value per island. `islandCharge` is $q_j$, `soliton` is the exponential profile, and `cellEnergy` is the energy of one cell. The charge `Q` is any real number, not necessarily a multiple of the electron charge; `Q = 1` gives the unit-source equations.

The main theorem, `bounded_solution_iff_soliton`, says that a potential has some bound `M` and the prescribed island charges if and only if it equals `soliton C C0 s Q`. The rate `s` enters through the hypotheses `hs` and `hcosh`, and `decay_rate_iff` shows that exactly one `s` meets them. `soliton_length_gt` gives the strict inequality for the width. In `soliton_energy`, `HasSum` says that the cell energies over all integers converge to the stated value.

The model is classical electrostatics with identical junctions and identical ground capacitors, without array ends, offset charges, bias or longer-range capacitances. "Soliton" here names a static profile of linear equations; nothing is shown about its motion. Within this infinite, uniform model, $Q^2/(2D)$ is the charging energy of one excess charge, an input to descriptions of single-electron tunnelling.

```lean
import Mathlib

open Filter Topology

namespace TunnelJunctionArray

noncomputable section

/-- Charge on island `j` of an array with junction capacitance `C` and ground capacitance `C0`:
the sum of the plate charges on its ground capacitor and its two junctions. -/
def islandCharge (C C0 : ℝ) (φ : ℤ → ℝ) (j : ℤ) : ℝ :=
  C0 * φ j + C * (φ j - φ (j + 1)) + C * (φ j - φ (j - 1))

/-- Exponential potential profile centred on island `0`, with decay rate `s` per island. It is the
profile of a charge soliton with charge `Q` when `C, C0, s > 0` and `cosh s = 1 + C0 / (2 C)`. -/
def soliton (C C0 s Q : ℝ) (j : ℤ) : ℝ :=
  Q * Real.exp (-s * |(j : ℝ)|) / √(C0 ^ 2 + 4 * C * C0)

/-- Electrostatic energy stored in the ground capacitor of island `j` and in the junction
between islands `j` and `j + 1`. -/
def cellEnergy (C C0 : ℝ) (φ : ℤ → ℝ) (j : ℤ) : ℝ :=
  C0 * φ j ^ 2 / 2 + C * (φ (j + 1) - φ j) ^ 2 / 2

variable {C C0 s : ℝ}

/-- For positive capacitances, the conditions `s > 0` and `cosh s = 1 + C0 / (2 C)` hold for
exactly one decay rate, `s = 2 arsinh (√(C0 / C) / 2)`. -/
theorem decay_rate_iff (hC : 0 < C) (hC0 : 0 < C0) :
    (0 < s ∧ Real.cosh s = 1 + C0 / (2 * C)) ↔ s = 2 * Real.arsinh (√(C0 / C) / 2) := by
  constructor
  · rintro ⟨hs, hcosh⟩
    -- half-angle formula
    have hid : Real.cosh s = 2 * Real.sinh (s / 2) ^ 2 + 1 := by
      have h1 := Real.cosh_two_mul (s / 2)
      have h2 := Real.cosh_sq (s / 2)
      rw [show 2 * (s / 2) = s by ring] at h1
      linarith
    have hpos : 0 < Real.sinh (s / 2) := Real.sinh_pos_iff.2 (by linarith)
    have hsq : C0 / C = (2 * Real.sinh (s / 2)) ^ 2 := by
      linear_combination 2 * hid - 2 * hcosh
    have hroot : √(C0 / C) = 2 * Real.sinh (s / 2) := by
      rw [hsq, Real.sqrt_sq (by linarith)]
    rw [hroot, show 2 * Real.sinh (s / 2) / 2 = Real.sinh (s / 2) by ring, Real.arsinh_sinh]
    ring
  · rintro rfl
    have hroot : 0 < √(C0 / C) := Real.sqrt_pos.2 (by positivity)
    have hsq : √(C0 / C) ^ 2 = C0 / C := Real.sq_sqrt (by positivity)
    refine ⟨mul_pos two_pos (Real.arsinh_pos_iff.2 (by linarith)), ?_⟩
    rw [Real.cosh_two_mul, Real.cosh_sq, Real.sinh_arsinh]
    linear_combination (1 / 2) * hsq

/-- For positive capacitances and `s > 0` with `cosh s = 1 + C0 / (2 C)`, the soliton length
`1 / s`, in units of the island spacing, is greater than `√(C / C0)`. -/
theorem soliton_length_gt (hC : 0 < C) (hC0 : 0 < C0) (hs : 0 < s)
    (hcosh : Real.cosh s = 1 + C0 / (2 * C)) : √(C / C0) < 1 / s := by
  have e := (decay_rate_iff hC hC0).1 ⟨hs, hcosh⟩
  have hsinh : Real.sinh (s / 2) = √(C0 / C) / 2 := by
    rw [show s / 2 = Real.arsinh (√(C0 / C) / 2) by linarith, Real.sinh_arsinh]
  have hlt : s / 2 < Real.sinh (s / 2) := Real.self_lt_sinh_iff.2 (by linarith)
  rw [← inv_div C0 C, Real.sqrt_inv, ← one_div]
  exact one_div_lt_one_div_of_lt hs (by linarith)

/-- For `C > 0`, if `cosh s = 1 + C0 / (2 C)`, then `C (exp s + exp (-s)) = 2 C + C0`, which is the
balance condition for an exponential profile on an uncharged island. -/
theorem exponential_balance (hC : 0 < C) (hcosh : Real.cosh s = 1 + C0 / (2 * C)) :
    C * (Real.exp s + Real.exp (-s)) = 2 * C + C0 := by
  rw [Real.cosh_eq] at hcosh
  have h : C * (C0 / (2 * C)) = C0 / 2 := by field_simp
  linear_combination 2 * C * hcosh + 2 * h

/-- For `C > 0` and `s > 0` with `cosh s = 1 + C0 / (2 C)`, the effective capacitance
`√(C0² + 4 C C0)` equals `C (exp s - exp (-s))`. -/
theorem effective_capacitance (hC : 0 < C) (hs : 0 < s)
    (hcosh : Real.cosh s = 1 + C0 / (2 * C)) :
    √(C0 ^ 2 + 4 * C * C0) = C * (Real.exp s - Real.exp (-s)) := by
  have hE := exponential_balance hC hcosh
  have hone : Real.exp s * Real.exp (-s) = 1 := by rw [← Real.exp_add]; simp
  have hle : Real.exp (-s) ≤ Real.exp s := Real.exp_le_exp.2 (by linarith)
  have hsq : C0 ^ 2 + 4 * C * C0 = (C * (Real.exp s - Real.exp (-s))) ^ 2 := by
    linear_combination
      -(C * (Real.exp s + Real.exp (-s)) + 2 * C + C0) * hE + 4 * C ^ 2 * hone
  rw [hsq, Real.sqrt_sq (mul_nonneg hC.le (by linarith))]

/-- For positive capacitances and `s > 0` with `cosh s = 1 + C0 / (2 C)`, the soliton profile
carries the charge `Q` on island `0` and no charge on any other island. -/
theorem soliton_charge (hC : 0 < C) (hC0 : 0 < C0) (hs : 0 < s)
    (hcosh : Real.cosh s = 1 + C0 / (2 * C)) (Q : ℝ) (j : ℤ) :
    islandCharge C C0 (soliton C C0 s Q) j = if j = 0 then Q else 0 := by
  have hE := exponential_balance hC hcosh
  rcases lt_trichotomy j 0 with h | rfl | h
  · -- left of the charge
    have hj : (j : ℝ) ≤ -1 := by exact_mod_cast (by omega : j ≤ -1)
    have e0 : Real.exp (-s * |(j : ℝ)|) = Real.exp (s * j) := by
      rw [abs_of_nonpos (by linarith)]; congr 1; ring
    have e1 : Real.exp (-s * |((j + 1 : ℤ) : ℝ)|) = Real.exp (s * j) * Real.exp s := by
      rw [← Real.exp_add]; push_cast; rw [abs_of_nonpos (by linarith)]; congr 1; ring
    have e2 : Real.exp (-s * |((j - 1 : ℤ) : ℝ)|) = Real.exp (s * j) * Real.exp (-s) := by
      rw [← Real.exp_add]; push_cast; rw [abs_of_nonpos (by linarith)]; congr 1; ring
    unfold islandCharge soliton
    rw [e0, e1, e2, if_neg h.ne]
    linear_combination -(Q * Real.exp (s * j) / √(C0 ^ 2 + 4 * C * C0)) * hE
  · -- the charged island fixes the amplitude
    have hD := effective_capacitance hC hs hcosh
    have hpos : 0 < √(C0 ^ 2 + 4 * C * C0) := Real.sqrt_pos.2 (by positivity)
    have hQ := div_mul_cancel₀ Q hpos.ne'
    have e0 : Real.exp (-s * |((0 : ℤ) : ℝ)|) = 1 := by simp
    have e1 : Real.exp (-s * |((0 + 1 : ℤ) : ℝ)|) = Real.exp (-s) := by simp
    have e2 : Real.exp (-s * |((0 - 1 : ℤ) : ℝ)|) = Real.exp (-s) := by simp
    unfold islandCharge soliton
    rw [e0, e1, e2, if_pos rfl]
    linear_combination hQ - (Q / √(C0 ^ 2 + 4 * C * C0)) * (hE + hD)
  · -- right of the charge
    have hj : (1 : ℝ) ≤ j := by exact_mod_cast (by omega : 1 ≤ j)
    have e0 : Real.exp (-s * |(j : ℝ)|) = Real.exp (-s * j) := by
      rw [abs_of_nonneg (by linarith)]
    have e1 : Real.exp (-s * |((j + 1 : ℤ) : ℝ)|) = Real.exp (-s * j) * Real.exp (-s) := by
      rw [← Real.exp_add]; push_cast; rw [abs_of_nonneg (by linarith)]; congr 1; ring
    have e2 : Real.exp (-s * |((j - 1 : ℤ) : ℝ)|) = Real.exp (-s * j) * Real.exp s := by
      rw [← Real.exp_add]; push_cast; rw [abs_of_nonneg (by linarith)]; congr 1; ring
    unfold islandCharge soliton
    rw [e0, e1, e2, if_neg h.ne']
    linear_combination -(Q * Real.exp (-s * j) / √(C0 ^ 2 + 4 * C * C0)) * hE

/-- For positive capacitances, a bounded potential that leaves every island uncharged is zero. -/
theorem bounded_uncharged_eq_zero (hC : 0 < C) (hC0 : 0 < C0) {v : ℤ → ℝ} {M : ℝ}
    (hM : ∀ j, |v j| ≤ M) (hv : ∀ j, islandCharge C C0 v j = 0) (j : ℤ) : v j = 0 := by
  have hpos : 0 < 2 * C + C0 := by positivity
  have hne := hpos.ne'
  obtain ⟨k, hk0, hk1, hk⟩ : ∃ k : ℝ, 0 ≤ k ∧ k < 1 ∧ (2 * C + C0) * k = 2 * C :=
    ⟨2 * C / (2 * C + C0), by positivity, (div_lt_one hpos).2 (by linarith), by field_simp⟩
  -- each use of the balance equation shrinks the bound by the factor k
  have step : ∀ n : ℕ, ∀ i, |v i| ≤ k ^ n * M := by
    intro n
    induction n with
    | zero => simpa using hM
    | succ n ih =>
      intro i
      have h1 := abs_le.1 (ih (i + 1))
      have h2 := abs_le.1 (ih (i - 1))
      have hi := hv i
      unfold islandCharge at hi
      have e : (2 * C + C0) * (k ^ (n + 1) * M) = 2 * C * (k ^ n * M) := by
        rw [pow_succ]; linear_combination k ^ n * M * hk
      have a1 := mul_le_mul_of_nonneg_left h1.1 hC.le
      have a2 := mul_le_mul_of_nonneg_left h2.1 hC.le
      have b1 := mul_le_mul_of_nonneg_left h1.2 hC.le
      have b2 := mul_le_mul_of_nonneg_left h2.2 hC.le
      exact abs_le.2 ⟨le_of_mul_le_mul_left (by linarith) hpos,
        le_of_mul_le_mul_left (by linarith) hpos⟩
  have ht : Tendsto (fun n : ℕ => k ^ n * M) atTop (𝓝 0) := by
    simpa using (tendsto_pow_atTop_nhds_zero_of_lt_one hk0 hk1).mul_const M
  exact abs_nonpos_iff.1 (ge_of_tendsto' ht fun n => step n j)

/-- For positive capacitances and `s > 0` with `cosh s = 1 + C0 / (2 C)`, a potential is bounded and
has charge `Q` on island `0` and none elsewhere if and only if it is the soliton profile. -/
theorem bounded_solution_iff_soliton (hC : 0 < C) (hC0 : 0 < C0) (hs : 0 < s)
    (hcosh : Real.cosh s = 1 + C0 / (2 * C)) (Q : ℝ) (φ : ℤ → ℝ) :
    ((∃ M, ∀ j, |φ j| ≤ M) ∧ ∀ j, islandCharge C C0 φ j = if j = 0 then Q else 0) ↔
      φ = soliton C C0 s Q := by
  have hD : 0 < √(C0 ^ 2 + 4 * C * C0) := Real.sqrt_pos.2 (by positivity)
  have hb : ∀ j, |soliton C C0 s Q j| ≤ |Q| / √(C0 ^ 2 + 4 * C * C0) := by
    intro j
    have hexp : Real.exp (-s * |(j : ℝ)|) ≤ 1 :=
      Real.exp_le_one_iff.2 (by linarith [mul_nonneg hs.le (abs_nonneg (j : ℝ))])
    unfold soliton
    rw [abs_div, abs_mul, abs_of_pos (Real.exp_pos _), abs_of_pos hD]
    exact div_le_div_of_nonneg_right (mul_le_of_le_one_right (abs_nonneg Q) hexp) hD.le
  constructor
  · rintro ⟨⟨M, hM⟩, hφ⟩
    funext j
    -- the difference of two solutions is bounded and uncharged
    refine sub_eq_zero.1 (bounded_uncharged_eq_zero hC hC0
      (v := fun i => φ i - soliton C C0 s Q i)
      (M := M + |Q| / √(C0 ^ 2 + 4 * C * C0)) (fun i => ?_) (fun i => ?_) j)
    · have h1 := abs_le.1 (hM i)
      have h2 := abs_le.1 (hb i)
      exact abs_le.2 ⟨by linarith, by linarith⟩
    · have a := hφ i
      have b := soliton_charge hC hC0 hs hcosh Q i
      simp only [islandCharge] at a b ⊢
      linear_combination a - b
  · rintro rfl
    exact ⟨⟨_, hb⟩, soliton_charge hC hC0 hs hcosh Q⟩

/-- For `C > 0` and `s > 0` with `cosh s = 1 + C0 / (2 C)`, the capacitor energies of the soliton,
summed over the whole array, give `Q² / (2 √(C0² + 4 C C0))`. -/
theorem soliton_energy (hC : 0 < C) (hs : 0 < s)
    (hcosh : Real.cosh s = 1 + C0 / (2 * C)) (Q : ℝ) :
    HasSum (cellEnergy C C0 (soliton C C0 s Q)) (Q ^ 2 / (2 * √(C0 ^ 2 + 4 * C * C0))) := by
  have hE := exponential_balance hC hcosh
  have hD := effective_capacitance hC hs hcosh
  have hone : Real.exp s * Real.exp (-s) = 1 := by rw [← Real.exp_add]; simp
  have hr0 : 0 < Real.exp (-s) := Real.exp_pos _
  have hr1 : Real.exp (-s) < 1 := Real.exp_lt_one_iff.2 (by linarith)
  have hnat : ∀ n : ℕ, soliton C C0 s Q (n : ℤ) =
      Q / √(C0 ^ 2 + 4 * C * C0) * Real.exp (-s) ^ n := by
    intro n
    unfold soliton
    rw [← Real.exp_nat_mul, Int.cast_natCast, Nat.abs_cast, mul_comm (-s)]
    ring
  have hneg : ∀ n : ℕ, soliton C C0 s Q (-(n : ℤ)) =
      Q / √(C0 ^ 2 + 4 * C * C0) * Real.exp (-s) ^ n := by
    intro n
    rw [← hnat n]
    unfold soliton
    rw [Int.cast_neg, abs_neg]
  generalize √(C0 ^ 2 + 4 * C * C0) = D at *
  generalize Real.exp (-s) = r at *
  have hr2 : r ^ 2 < 1 := by nlinarith
  have hgeo := hasSum_geometric_of_lt_one (sq_nonneg r) hr2
  -- the two halves of the array are geometric series
  have H1 : HasSum (fun n : ℕ => cellEnergy C C0 (soliton C C0 s Q) (n : ℤ))
      ((Q / D) ^ 2 * (C0 + C * (1 - r) ^ 2) / 2 * (1 - r ^ 2)⁻¹) := by
    have hf : (fun n : ℕ => cellEnergy C C0 (soliton C C0 s Q) (n : ℤ)) =
        fun n : ℕ => (Q / D) ^ 2 * (C0 + C * (1 - r) ^ 2) / 2 * (r ^ 2) ^ n := by
      funext n
      have e : soliton C C0 s Q ((n : ℤ) + 1) = Q / D * r ^ (n + 1) := by
        simpa only [Nat.cast_add, Nat.cast_one] using hnat (n + 1)
      unfold cellEnergy
      rw [e, hnat]
      ring
    rw [hf]
    exact hgeo.mul_left _
  have H2 : HasSum (fun n : ℕ => cellEnergy C C0 (soliton C C0 s Q) (-((n : ℤ) + 1)))
      ((Q / D) ^ 2 * (C0 * r ^ 2 + C * (1 - r) ^ 2) / 2 * (1 - r ^ 2)⁻¹) := by
    have hf : (fun n : ℕ => cellEnergy C C0 (soliton C C0 s Q) (-((n : ℤ) + 1))) =
        fun n : ℕ => (Q / D) ^ 2 * (C0 * r ^ 2 + C * (1 - r) ^ 2) / 2 * (r ^ 2) ^ n := by
      funext n
      have e : soliton C C0 s Q (-((n : ℤ) + 1)) = Q / D * r ^ (n + 1) := by
        simpa only [Nat.cast_add, Nat.cast_one] using hneg (n + 1)
      unfold cellEnergy
      rw [show -((n : ℤ) + 1) + 1 = -(n : ℤ) by ring, e, hneg]
      ring
    rw [hf]
    exact hgeo.mul_left _
  convert HasSum.of_nat_of_neg_add_one H1 H2 using 1
  -- express both capacitances through r
  have hDr : D = C * (1 - r ^ 2) / r := by
    rw [eq_div_iff hr0.ne']
    linear_combination r * hD + C * hone
  have hCr : C0 = C * (1 - r) ^ 2 / r := by
    rw [eq_div_iff hr0.ne']
    linear_combination (-r) * hE + C * hone
  have hne : 1 - r ^ 2 ≠ 0 := (sub_pos.2 hr2).ne'
  rw [hDr, hCr]
  field_simp
  ring

end

end TunnelJunctionArray
```

```lean
#print axioms TunnelJunctionArray.soliton_length_gt
#print axioms TunnelJunctionArray.bounded_solution_iff_soliton
#print axioms TunnelJunctionArray.soliton_energy
```

```
'TunnelJunctionArray.soliton_length_gt' depends on axioms: [propext, Classical.choice, Quot.sound]
'TunnelJunctionArray.bounded_solution_iff_soliton' depends on axioms: [propext, Classical.choice, Quot.sound]
'TunnelJunctionArray.soliton_energy' depends on axioms: [propext, Classical.choice, Quot.sound]
```

## From the balance equations to the Lean proof

`decay_rate_iff` uses the half-angle formula in one direction and evaluates `sinh` of `arsinh` in the other. `soliton_length_gt` adds $x<\sinh x$. The two exponential identities are `exponential_balance` and `effective_capacitance`; the latter takes the positive square root, which is where $s>0$ is used.

`soliton_charge` splits the islands with `lt_trichotomy` into left, centre and right, because $|j|$ simplifies differently in each case. Once the neighbours' exponentials are factored, `linear_combination` supplies the cancellation shown above.

In `bounded_uncharged_eq_zero`, the induction called `step` proves $|v_i|\le k^nM$ for every island at once, and `ge_of_tendsto'` passes to the limit. The main theorem applies this lemma to `φ i - soliton C C0 s Q i`, after `hb` has bounded the soliton by $|Q|/D$. The converse direction combines `hb` with `soliton_charge`.

For the energy, `H1` sums the cells $j=n\ge0$ and `H2` the cells $j=-(n+1)$. `HasSum.of_nat_of_neg_add_one` joins them into a sum over all integers. Finally, `hDr` and `hCr` express $D$ and $C_0$ through $C$ and $r$, and `field_simp` and `ring` complete the algebra.
